# The inverse square root of a positive definite overlap matrix is Hermitian and transforms the overlap to the identity

Let `S` be a finite, complex, positive definite matrix, and let `T` be its inverse square root, built from the eigenvectors of `S` with 1/√λ in place of each eigenvalue λ. The lemma `invSqrt_spec` states that `T` is Hermitian and that `T S T = 1`. If `S` is the overlap matrix of finitely many linearly independent states, this is the matrix identity behind Löwdin's symmetric orthonormalisation. The attempt writes `S` and `T` as diagonal matrices between the same unitary `V` and its adjoint. Hermiticity then comes from the diagonal entries of `T` being real, and the product reduces to the identity because `Vᴴ * V = 1` and (1/√λ) λ (1/√λ) = 1.

Lean 4 with Mathlib refuses this proof:

```lean
import Mathlib

open Matrix
open scoped ComplexOrder

namespace ExcitationClassOrthogonalization

noncomputable section

variable {m n k p q : Type*} [Fintype m] [DecidableEq m] [Fintype n] [DecidableEq n]
  [Fintype k] [DecidableEq k] [Fintype p] [DecidableEq p] [Fintype q] [DecidableEq q]

/-- The complex diagonal matrix with real entries `d`. -/
def realDiag (d : n → ℝ) : Matrix n n ℂ := diagonal fun i => (d i : ℂ)

/-- The inverse square root of a Hermitian matrix, with the same eigenvectors and with `1/√λ` in
place of each eigenvalue `λ`; it is meant for positive definite matrices. -/
def invSqrt {S : Matrix n n ℂ} (hS : S.IsHermitian) : Matrix n n ℂ :=
  (hS.eigenvectorUnitary : Matrix n n ℂ) * realDiag (fun i => (Real.sqrt (hS.eigenvalues i))⁻¹) *
    (hS.eigenvectorUnitary : Matrix n n ℂ)ᴴ

/-- A Hermitian matrix and its inverse square root are diagonal in a common orthonormal basis, and
the eigenvalues are positive if the matrix is positive definite. -/
theorem spectral_form {S : Matrix n n ℂ} (hS : S.IsHermitian) :
    ∃ (V : Matrix n n ℂ) (d : n → ℝ), Vᴴ * V = 1 ∧ V * Vᴴ = 1 ∧ S = V * realDiag d * Vᴴ ∧
      invSqrt hS = V * realDiag (fun i => (Real.sqrt (d i))⁻¹) * Vᴴ ∧
      (S.PosDef → ∀ i, 0 < d i) := by
  refine ⟨hS.eigenvectorUnitary, hS.eigenvalues,
    mem_unitaryGroup_iff'.1 hS.eigenvectorUnitary.2,
    mem_unitaryGroup_iff.1 hS.eigenvectorUnitary.2, ?_, rfl, fun h i => h.eigenvalues_pos i⟩
  have h := hS.spectral_theorem
  rw [Unitary.conjStarAlgAut_apply] at h
  exact h

/-- For positive definite `S` the inverse square root `T` is Hermitian and satisfies
`T S T = 1`. -/
theorem invSqrt_spec {S : Matrix n n ℂ} (hS : S.IsHermitian) (hpos : S.PosDef) :
    (invSqrt hS)ᴴ = invSqrt hS ∧ invSqrt hS * S * invSqrt hS = 1 := by
  obtain ⟨V, d, hV, hV', hSe, hT, hd⟩ := spectral_form hS
  have key : ∀ s l : ℝ, s ≠ 0 → s * s = l → s⁻¹ * l * s⁻¹ = 1 := by
    rintro s _ hs rfl
    field_simp
  rw [hT]
  constructor
  · have hE : (diagonal (fun i => (((Real.sqrt (d i))⁻¹ : ℝ) : ℂ)))ᴴ =
        diagonal (fun i => (((Real.sqrt (d i))⁻¹ : ℝ) : ℂ)) := by
      rw [diagonal_conjTranspose]
      congr 1
      funext i
      exact Complex.conj_ofReal _
    rw [conjTranspose_mul, conjTranspose_mul, conjTranspose_conjTranspose, hE, Matrix.mul_assoc]
  · have hE : diagonal (fun i => (((Real.sqrt (d i))⁻¹ : ℝ) : ℂ)) *
        diagonal (fun i => (d i : ℂ)) *
        diagonal (fun i => (((Real.sqrt (d i))⁻¹ : ℝ) : ℂ)) = 1 := by
      rw [diagonal_mul_diagonal, diagonal_mul_diagonal, ← diagonal_one]
      congr 1
      funext i
      have h := key _ _ (Real.sqrt_pos.2 (hd hpos i)).ne' (Real.mul_self_sqrt (hd hpos i).le)
      exact_mod_cast h
    have alg : ∀ E D : Matrix n n ℂ, E * D * E = 1 →
        V * E * Vᴴ * (V * D * Vᴴ) * (V * E * Vᴴ) = 1 := by
      intro E D h
      calc V * E * Vᴴ * (V * D * Vᴴ) * (V * E * Vᴴ)
          = V * (E * (Vᴴ * V) * D * (Vᴴ * V) * E) * Vᴴ := by simp only [Matrix.mul_assoc]
        _ = 1 := by rw [hV, Matrix.mul_one, Matrix.mul_one, h, Matrix.mul_one, hV']
    have h := alg _ _ hE
    rw [← hSe] at h
    exact h

end

end ExcitationClassOrthogonalization
```

Compiling this gives:

```
Main.lean:51:75: error: Tactic `rewrite` failed: Did not find an occurrence of the pattern
  (diagonal fun i => ↑(√(d i))⁻¹)ᴴ
in the target expression
  V * ((realDiag fun i => (√(d i))⁻¹)ᴴ * Vᴴ) = (V * realDiag fun i => (√(d i))⁻¹) * Vᴴ

case left
n : Type u_2
inst✝¹ : Fintype n
inst✝ : DecidableEq n
S : Matrix n n ℂ
hS : S.IsHermitian
hpos : S.PosDef
V : Matrix n n ℂ
d : n → ℝ
hV : Vᴴ * V = 1
hV' : V * Vᴴ = 1
hSe : S = V * realDiag d * Vᴴ
hT : invSqrt hS = (V * realDiag fun i => (√(d i))⁻¹) * Vᴴ
hd : S.PosDef → ∀ (i : n), 0 < d i
key : ∀ (s l : ℝ), s ≠ 0 → s * s = l → s⁻¹ * l * s⁻¹ = 1
hE : (diagonal fun i => ↑(√(d i))⁻¹)ᴴ = diagonal fun i => ↑(√(d i))⁻¹
⊢ V * ((realDiag fun i => (√(d i))⁻¹)ᴴ * Vᴴ) = (V * realDiag fun i => (√(d i))⁻¹) * Vᴴ
Main.lean:67:8: error: Tactic `rewrite` failed: Did not find an occurrence of the pattern
  V * realDiag d * Vᴴ
in the target expression
  (V * diagonal fun i => ↑(√(d i))⁻¹) * Vᴴ * ((V * diagonal fun i => ↑(d i)) * Vᴴ) *
      ((V * diagonal fun i => ↑(√(d i))⁻¹) * Vᴴ) =
    1

case right
n : Type u_2
inst✝¹ : Fintype n
inst✝ : DecidableEq n
S : Matrix n n ℂ
hS : S.IsHermitian
hpos : S.PosDef
V : Matrix n n ℂ
d : n → ℝ
hV : Vᴴ * V = 1
hV' : V * Vᴴ = 1
hSe : S = V * realDiag d * Vᴴ
hT : invSqrt hS = (V * realDiag fun i => (√(d i))⁻¹) * Vᴴ
hd : S.PosDef → ∀ (i : n), 0 < d i
key : ∀ (s l : ℝ), s ≠ 0 → s * s = l → s⁻¹ * l * s⁻¹ = 1
hE : (((diagonal fun i => ↑(√(d i))⁻¹) * diagonal fun i => ↑(d i)) * diagonal fun i => ↑(√(d i))⁻¹) = 1
alg : ∀ (E D : Matrix n n ℂ), E * D * E = 1 → V * E * Vᴴ * (V * D * Vᴴ) * (V * E * Vᴴ) = 1
h :
  (V * diagonal fun i => ↑(√(d i))⁻¹) * Vᴴ * ((V * diagonal fun i => ↑(d i)) * Vᴴ) *
      ((V * diagonal fun i => ↑(√(d i))⁻¹) * Vᴴ) =
    1
⊢ (V * realDiag fun i => (√(d i))⁻¹) * Vᴴ * S * ((V * realDiag fun i => (√(d i))⁻¹) * Vᴴ) = 1
```

Lean accepts the file once it reads:

```diff
@@ -42,29 +42,22 @@
     field_simp
   rw [hT]
+  set E := realDiag (fun i => (Real.sqrt (d i))⁻¹) with hEdef
   constructor
-  · have hE : (diagonal (fun i => (((Real.sqrt (d i))⁻¹ : ℝ) : ℂ)))ᴴ =
-        diagonal (fun i => (((Real.sqrt (d i))⁻¹ : ℝ) : ℂ)) := by
-      rw [diagonal_conjTranspose]
+  · have hE : Eᴴ = E := by
+      rw [hEdef, realDiag, diagonal_conjTranspose]
       congr 1
       funext i
       exact Complex.conj_ofReal _
     rw [conjTranspose_mul, conjTranspose_mul, conjTranspose_conjTranspose, hE, Matrix.mul_assoc]
-  · have hE : diagonal (fun i => (((Real.sqrt (d i))⁻¹ : ℝ) : ℂ)) *
-        diagonal (fun i => (d i : ℂ)) *
-        diagonal (fun i => (((Real.sqrt (d i))⁻¹ : ℝ) : ℂ)) = 1 := by
-      rw [diagonal_mul_diagonal, diagonal_mul_diagonal, ← diagonal_one]
+  · have hE : E * realDiag d * E = 1 := by
+      rw [hEdef, realDiag, realDiag, diagonal_mul_diagonal, diagonal_mul_diagonal, ← diagonal_one]
       congr 1
       funext i
-      have h := key _ _ (Real.sqrt_pos.2 (hd hpos i)).ne' (Real.mul_self_sqrt (hd hpos i).le)
-      exact_mod_cast h
-    have alg : ∀ E D : Matrix n n ℂ, E * D * E = 1 →
-        V * E * Vᴴ * (V * D * Vᴴ) * (V * E * Vᴴ) = 1 := by
-      intro E D h
-      calc V * E * Vᴴ * (V * D * Vᴴ) * (V * E * Vᴴ)
-          = V * (E * (Vᴴ * V) * D * (Vᴴ * V) * E) * Vᴴ := by simp only [Matrix.mul_assoc]
-        _ = 1 := by rw [hV, Matrix.mul_one, Matrix.mul_one, h, Matrix.mul_one, hV']
-    have h := alg _ _ hE
-    rw [← hSe] at h
-    exact h
+      exact_mod_cast key _ _ (Real.sqrt_pos.2 (hd hpos i)).ne'
+        (Real.mul_self_sqrt (hd hpos i).le)
+    calc V * E * Vᴴ * S * (V * E * Vᴴ)
+        = V * E * Vᴴ * (V * realDiag d * Vᴴ) * (V * E * Vᴴ) := by rw [← hSe]
+      _ = V * (E * (Vᴴ * V) * realDiag d * (Vᴴ * V) * E) * Vᴴ := by simp only [Matrix.mul_assoc]
+      _ = 1 := by rw [hV, Matrix.mul_one, Matrix.mul_one, hE, Matrix.mul_one, hV']
 
 end
```

Diagnosis. Both errors have the same cause. `realDiag d` is by definition a `diagonal` matrix, but `rw` looks for its pattern as written and does not unfold an ordinary definition such as `realDiag` to find it. In the first part, `hE` is about the adjoint of `diagonal …`, while the goal contains the adjoint of `realDiag …`. In the second, `← hSe` looks for `V * realDiag d * Vᴴ`, while `h` has `diagonal` in that place, because it was obtained from an `hE` stated with `diagonal`.

The repair keeps to `realDiag` outside the entrywise computations. `set` names the inverse-root diagonal matrix `E`, both versions of `hE` are stated with `E` and `realDiag d`, and `realDiag` is unfolded only inside their proofs. The rewrites with `hE` and `← hSe` then find their patterns.

Replacing the auxiliary statement `alg` by a direct `calc`, and passing `key` straight to `exact_mod_cast`, is mere tidying.
